# Wilson's free energy of mixing is strictly convex in composition when all coefficients are positive

A liquid mixture described by Wilson's model with positive coefficients lowers its free energy by no split into two liquid phases of different composition, provided that every species is present in both. This holds for any finite number of species, because the free energy of mixing is strictly convex on the compositions with positive mole fractions. A phase-equilibrium calculation that uses this model for the liquid therefore cannot produce such a split, whatever positive values are fitted.

## One Wilson free energy for both phases

Let $x_i$ be the amount of species $i$. In units of $RT$, the free energy of mixing is

$$g(x)=\sum_i x_i\ln\frac{x_i}{L_i(x)},\qquad L_i(x)=\sum_j A_{ij}x_j .$$

The coefficients $A_{ij}$, usually written $\Lambda_{ij}$, are constants at fixed temperature and pressure. Differentiating $\sum_k x_k\ln x_k-\sum_k x_k\ln L_k(x)$ at $x=z$ gives the chemical potentials

$$\mu_i(z)=\ln\frac{z_i}{L_i(z)}+1-\sum_k\frac{z_k}{L_k(z)}A_{ki}.$$

In Lean, the species form a finite type `ι`, amounts are functions `ι → ℝ`, and $L_i$, $g$ and $\mu_i$ are `localSum`, `mixingEnergy` and `chemPot`. The usual convention $A_{ii}=1$, which makes $g$ vanish for pure species, is not required.

```lean
import Mathlib

open Finset

namespace WilsonModel

noncomputable section

variable {ι : Type*} [Fintype ι]

/-- The local sum `∑ j, A i j * x j` around species `i` in Wilson's model. -/
def localSum (A : Matrix ι ι ℝ) (x : ι → ℝ) (i : ι) : ℝ := ∑ j, A i j * x j

/-- Wilson's free energy of mixing in units of `RT`, for positive amounts `x` and
positive coefficients `A`. -/
def mixingEnergy (A : Matrix ι ι ℝ) (x : ι → ℝ) : ℝ :=
  ∑ i, x i * Real.log (x i / localSum A x i)

/-- Wilson's chemical potential of mixing of species `i` in units of `RT`, for positive
amounts `z` and positive coefficients `A`. -/
def chemPot (A : Matrix ι ι ℝ) (z : ι → ℝ) (i : ι) : ℝ :=
  Real.log (z i / localSum A z i) + 1 - ∑ k, z k / localSum A z k * A k i
```

That a real liquid follows this $g$, with the same coefficients in both phases and no interfacial energy, is the step from model to experiment that the hypotheses leave open. Demixing into two liquids that both contain every species has to be described by another model.

## Every species is present

The hypothesis `∀ i, 0 < x i` says that no species is missing. Together with positive coefficients it makes every $L_i(x)$ positive, so the logarithms and quotients have their ordinary meaning.

```lean
/-- With positive coefficients and positive amounts every local sum is positive. -/
theorem localSum_pos {A : Matrix ι ι ℝ} (hA : ∀ i j, 0 < A i j) {x : ι → ℝ}
    (hx : ∀ i, 0 < x i) (i : ι) : 0 < localSum A x i :=
  Finset.sum_pos (fun j _ => mul_pos (hA i j) (hx j)) ⟨i, mem_univ i⟩
```

By hand, positivity enters through $\ln u\le u-1$ for $u>0$, with equality only at $u=1$. For positive $a,c,m$, put $u=mc/a$ and multiply by $a$:

$$a\ln m-a\ln\frac ac\le mc-a,\qquad\text{so}\qquad a\ln\frac ac\ge a\ln m+a-mc,$$

with equality only if $a=mc$. The two halves of `entropy_tangent` are this bound and its strict form.

```lean
/-- For positive `a`, `c`, `m`, the entropy term `a log (a / c)` lies on or above its tangent
plane of slope parameter `m`, and strictly above it unless `a = m c`. -/
theorem entropy_tangent {a c m : ℝ} (ha : 0 < a) (hc : 0 < c) (hm : 0 < m) :
    a * Real.log m + a - m * c ≤ a * Real.log (a / c) ∧
      (a ≠ m * c → a * Real.log m + a - m * c < a * Real.log (a / c)) := by
  have hlog : Real.log (m * c / a) = Real.log m - Real.log (a / c) := by
    rw [Real.log_div (mul_pos hm hc).ne' ha.ne', Real.log_mul hm.ne' hc.ne',
      Real.log_div ha.ne' hc.ne']
    ring
  have hpos : 0 < m * c / a := div_pos (mul_pos hm hc) ha
  have hcancel : a * (m * c / a - 1) = m * c - a := by
    rw [mul_sub, mul_div_cancel₀ _ ha.ne', mul_one]
  constructor
  · have h := mul_le_mul_of_nonneg_left (Real.log_le_sub_one_of_pos hpos) ha.le
    rw [hcancel, hlog, mul_sub] at h
    linarith
  · intro hne
    have h1 : m * c / a ≠ 1 := fun h => hne ((div_eq_one_iff_eq ha.ne').1 h).symm
    have h := mul_lt_mul_of_pos_left (Real.log_lt_sub_one_of_pos hpos h1) ha
    rw [hcancel, hlog, mul_sub] at h
    linarith
```

Now fix a reference mixture $z$ and write $m_i=z_i/L_i(z)$. Exchanging the order of summation gives

$$\sum_i x_i\sum_k m_kA_{ki}=\sum_k m_kL_k(x),$$

and hence

$$\sum_i x_i\mu_i(z)=\sum_i\bigl(x_i\ln m_i+x_i-m_iL_i(x)\bigr).$$

This is pure algebra and needs no positivity. In the proof, `Finset.sum_comm` makes the exchange.

```lean
/-- The amounts `x` weighted with the chemical potentials at `z` add up to a sum of one
tangent term per species. -/
theorem sum_mul_chemPot (A : Matrix ι ι ℝ) (x z : ι → ℝ) :
    ∑ i, x i * chemPot A z i =
      ∑ i, (x i * Real.log (z i / localSum A z i) + x i
        - z i / localSum A z i * localSum A x i) := by
  -- exchange the order of the double sum
  have hswap : ∑ i, x i * ∑ k, z k / localSum A z k * A k i =
      ∑ k, z k / localSum A z k * localSum A x k := by
    simp only [Finset.mul_sum]
    rw [Finset.sum_comm]
    refine Finset.sum_congr rfl fun k _ => ?_
    rw [show localSum A x k = ∑ j, A k j * x j from rfl, Finset.mul_sum]
    exact Finset.sum_congr rfl fun j _ => by ring
  simp only [chemPot, mul_sub, mul_add, mul_one, Finset.sum_sub_distrib,
    Finset.sum_add_distrib]
  rw [hswap]
```

The next theorem confirms that `chemPot` is the derivative of $g$: along any change $v$ of the amounts, the slope at $z$ is $\sum_i v_i\mu_i(z)$. It applies the product, quotient and logarithm rules to each term. The convexity proof does not use it, but it justifies speaking of tangent planes.

```lean
/-- For positive coefficients and amounts, the derivative of the mixing free energy along any
change `v` of the amounts is `∑ i, v i * μ i`, with `μ` Wilson's chemical potentials. -/
theorem hasDerivAt_mixingEnergy {A : Matrix ι ι ℝ} (hA : ∀ i j, 0 < A i j) {z : ι → ℝ}
    (hz : ∀ i, 0 < z i) (v : ι → ℝ) :
    HasDerivAt (fun t : ℝ => mixingEnergy A (z + t • v)) (∑ i, v i * chemPot A z i) 0 := by
  have line (a b : ℝ) : HasDerivAt (fun t : ℝ => a + t * b) b 0 :=
    (((hasDerivAt_id' (0 : ℝ)).mul_const b).const_add a).congr_deriv (one_mul b)
  have hlin (t : ℝ) (i : ι) :
      localSum A (z + t • v) i = localSum A z i + t * localSum A v i := by
    simp only [localSum, Pi.add_apply, Pi.smul_apply, smul_eq_mul, mul_add,
      Finset.sum_add_distrib, Finset.mul_sum]
    congr 1
    exact Finset.sum_congr rfl fun j _ => by ring
  rw [sum_mul_chemPot]
  simp only [mixingEnergy, hlin, Pi.add_apply, Pi.smul_apply, smul_eq_mul]
  refine HasDerivAt.fun_sum fun i _ => ?_
  have hzi := (hz i).ne'
  have hL := (localSum_pos hA hz i).ne'
  have hd := (line (z i) (v i)).fun_mul
    (((line (z i) (v i)).fun_div (line (localSum A z i) (localSum A v i))
      (by simpa using hL)).log (by simpa using ⟨hzi, hL⟩))
  refine hd.congr_deriv ?_
  simp only [zero_mul, add_zero]
  generalize Real.log (z i / localSum A z i) = l
  field_simp
  ring
```

Setting $x=z$ in the rearranged sum, where $m_iL_i(z)=z_i$, leaves Euler's relation $g(z)=\sum_i z_i\mu_i(z)$.

```lean
/-- Euler's relation: for positive coefficients and amounts, the mixing free energy is the sum
of the amounts times the chemical potentials. -/
theorem mixingEnergy_eq_sum {A : Matrix ι ι ℝ} (hA : ∀ i j, 0 < A i j) {z : ι → ℝ}
    (hz : ∀ i, 0 < z i) : mixingEnergy A z = ∑ i, z i * chemPot A z i := by
  rw [sum_mul_chemPot]
  refine Finset.sum_congr rfl fun i _ => ?_
  rw [div_mul_cancel₀ _ (localSum_pos hA hz i).ne']
  ring
```

Without positive amounts the tangent plane can be lost: as $z_i\to0$ with the other species still present, $\mu_i(z)\to-\infty$. If a species is absent from both phases, the theorems apply to the remaining ones. They do not compare a phase that lacks a species with one that contains it.

## Every coefficient is positive

In Wilson's model $A_{ij}=(V_j/V_i)\exp[-(\lambda_{ij}-\lambda_{ii})/RT]$, where $V_i$ is a molar volume and $\lambda_{ij}$ an interaction energy. A volume ratio times a Boltzmann factor is positive, which is the hypothesis `hA`.

Beyond keeping $L_i$ positive, it decides when the tangent bound is an equality. Equality in every term means $x_i/L_i(x)=z_i/L_i(z)$ for all $i$. Choose the species $k$ with the smallest $x_i/z_i$ and call this ratio $t$, so that $x_j-tz_j\ge0$ for all $j$ and $x_k=tz_k$. The equality for $k$ then gives $L_k(x)=tL_k(z)$, that is,

$$\sum_j A_{kj}(x_j-tz_j)=0 .$$

A vanishing sum of nonnegative terms vanishes term by term, and $A_{kj}>0$ leaves $x_j=tz_j$. The Lean proof takes the same route, with `Finite.exists_min` supplying $k$.

```lean
/-- For positive coefficients, two positive mixtures with the same ratio of amount to local
sum for every species have proportional amounts. -/
theorem proportional_of_ratio_eq {A : Matrix ι ι ℝ} (hA : ∀ i j, 0 < A i j) {x z : ι → ℝ}
    (hx : ∀ i, 0 < x i) (hz : ∀ i, 0 < z i)
    (h : ∀ i, x i / localSum A x i = z i / localSum A z i) : ∃ t : ℝ, ∀ i, x i = t * z i := by
  rcases isEmpty_or_nonempty ι with hι | hι
  · exact ⟨1, fun i => isEmptyElim i⟩
  -- the species whose amount ratio is smallest
  obtain ⟨k, hk⟩ := Finite.exists_min (fun i => x i / z i)
  obtain ⟨t, ht⟩ : ∃ t, t = x k / z k := ⟨_, rfl⟩
  have hnn (j : ι) : 0 ≤ x j - t * z j := by
    have := (le_div_iff₀ (hz j)).1 (hk j)
    rw [ht]
    linarith
  have hxk : x k = t * z k := by rw [ht, div_mul_cancel₀ _ (hz k).ne']
  have hL : localSum A x k = t * localSum A z k := by
    have h1 := (div_eq_div_iff (localSum_pos hA hx k).ne' (localSum_pos hA hz k).ne').1 (h k)
    rw [hxk] at h1
    apply mul_left_cancel₀ (hz k).ne'
    linarith
  -- a vanishing sum of nonnegative terms vanishes term by term
  have hsum : ∑ j, A k j * (x j - t * z j) = 0 := by
    have h2 : ∑ j, A k j * (x j - t * z j) = localSum A x k - t * localSum A z k := by
      simp only [localSum, Finset.mul_sum, ← Finset.sum_sub_distrib]
      exact Finset.sum_congr rfl fun j _ => by ring
    rw [h2, hL, sub_self]
  refine ⟨t, fun j => ?_⟩
  have h3 := (Finset.sum_eq_zero_iff_of_nonneg
    (fun j _ => mul_nonneg (hA k j).le (hnn j))).1 hsum j (mem_univ j)
  exact sub_eq_zero.1 ((mul_eq_zero.1 h3).resolve_left (hA k j).ne')
```

If the coefficients are only nonnegative, strict convexity can fail even with a positive diagonal. For two or more species and $A$ the identity matrix, $L_i(x)=x_i$ and $g=0$ everywhere.

The non-strict bound $\sum_i x_i\mu_i(z)\le g(x)$ uses the coefficients only through the positive local sums. It is `entropy_tangent` summed over species, with $a=x_i$, $c=L_i(x)$ and $m=m_i$.

```lean
/-- For positive coefficients and amounts, the mixing free energy lies on or above its tangent plane
at any mixture `z` of positive amounts. -/
theorem tangent_plane_le {A : Matrix ι ι ℝ} (hA : ∀ i j, 0 < A i j) {x z : ι → ℝ}
    (hx : ∀ i, 0 < x i) (hz : ∀ i, 0 < z i) :
    ∑ i, x i * chemPot A z i ≤ mixingEnergy A x := by
  rw [sum_mul_chemPot]
  exact Finset.sum_le_sum fun i _ => (entropy_tangent (hx i) (localSum_pos hA hx i)
    (div_pos (hz i) (localSum_pos hA hz i))).1
```

## Mole fractions add up to one

The condition `∑ i, x i = 1` turns amounts into mole fractions. If $x=tz$ and both are normalised, then $t=1$ and $x=z$. Two different compositions therefore have at least one term without equality, and $g(x)$ lies strictly above the tangent plane at $z$.

```lean
/-- For positive coefficients and two different compositions with positive mole fractions, the
mixing free energy at one lies strictly above the tangent plane at the other. -/
theorem tangent_plane_lt {A : Matrix ι ι ℝ} (hA : ∀ i j, 0 < A i j) {x z : ι → ℝ}
    (hx : ∀ i, 0 < x i) (hz : ∀ i, 0 < z i) (hx1 : ∑ i, x i = 1) (hz1 : ∑ i, z i = 1)
    (hne : x ≠ z) : ∑ i, x i * chemPot A z i < mixingEnergy A x := by
  have hm (i : ι) := div_pos (hz i) (localSum_pos hA hz i)
  have hex : ∃ i, x i ≠ z i / localSum A z i * localSum A x i := by
    by_contra hcon
    have hall : ∀ i, x i = z i / localSum A z i * localSum A x i := fun i =>
      by_contra fun hi => hcon ⟨i, hi⟩
    obtain ⟨t, ht⟩ := proportional_of_ratio_eq hA hx hz
      fun i => (div_eq_iff (localSum_pos hA hx i).ne').2 (hall i)
    -- normalisation fixes the factor of proportionality
    have ht1 : t = 1 := by
      rw [Finset.sum_congr rfl fun i _ => ht i, ← Finset.mul_sum, hz1, mul_one] at hx1
      exact hx1
    exact hne (funext fun i => by rw [ht i, ht1, one_mul])
  obtain ⟨k, hk⟩ := hex
  rw [sum_mul_chemPot]
  exact Finset.sum_lt_sum
    (fun i _ => (entropy_tangent (hx i) (localSum_pos hA hx i) (hm i)).1)
    ⟨k, mem_univ k, (entropy_tangent (hx k) (localSum_pos hA hx k) (hm k)).2 hk⟩
```

Convexity itself does not need normalisation. Let $s,t\ge0$ with $s+t=1$ now be the weights of two mixtures $x$ and $y$, and let $z=sx+ty$. Adding the weighted tangent bounds at $z$ and using Euler's relation gives

$$s\,g(x)+t\,g(y)\ge\sum_i(sx_i+ty_i)\mu_i(z)=g(z).$$

`ConvexOn` states this inequality, together with the convexity of the positive orthant. In the proof, `h1` and `h2` are the two weighted bounds.

```lean
/-- For positive coefficients, Wilson's mixing free energy is convex on the positive orthant
of amounts. -/
theorem convexOn_mixingEnergy {A : Matrix ι ι ℝ} (hA : ∀ i j, 0 < A i j) :
    ConvexOn ℝ {x : ι → ℝ | ∀ i, 0 < x i} (mixingEnergy A) := by
  have hset : Convex ℝ {x : ι → ℝ | ∀ i, 0 < x i} := fun x hx y hy s t hs ht hst i =>
    (convex_Ioi (0 : ℝ)) (hx i) (hy i) hs ht hst
  refine ⟨hset, fun x hx y hy s t hs ht hst => ?_⟩
  have hz := hset hx hy hs ht hst
  have h1 := mul_le_mul_of_nonneg_left (tangent_plane_le hA hx hz) hs
  have h2 := mul_le_mul_of_nonneg_left (tangent_plane_le hA hy hz) ht
  rw [mixingEnergy_eq_sum hA hz]
  simp only [Pi.add_apply, Pi.smul_apply, smul_eq_mul, add_mul, mul_assoc,
    Finset.sum_add_distrib, ← Finset.mul_sum] at h1 h2 ⊢
  linarith
```

Strictness does need a restriction such as normalisation. Multiplying all amounts by a positive factor multiplies $g$ by the same factor, so with at least one species $g$ is linear along each ray of the orthant.

For mole fractions, $s$ and $t$ are the shares of the material in the two phases, and $z$ is the overall composition. `StrictConvexOn` takes $x\ne y$ and $s,t>0$: two distinct phases, both actually formed. Then $x-z=t(x-y)\ne0$, so the bound for $x$ is strict and $s\,g(x)+t\,g(y)>g(z)$. The Lean proof establishes $x\ne z$ as `hne` and combines one strict bound with one non-strict bound.

```lean
/-- For positive coefficients, Wilson's mixing free energy is strictly convex on the open
composition simplex. -/
theorem strictConvexOn_mixingEnergy {A : Matrix ι ι ℝ} (hA : ∀ i j, 0 < A i j) :
    StrictConvexOn ℝ {x : ι → ℝ | (∀ i, 0 < x i) ∧ ∑ i, x i = 1} (mixingEnergy A) := by
  have hset : Convex ℝ {x : ι → ℝ | (∀ i, 0 < x i) ∧ ∑ i, x i = 1} := by
    intro x hx y hy s t hs ht hst
    refine ⟨(convexOn_mixingEnergy hA).1 hx.1 hy.1 hs ht hst, ?_⟩
    simp only [Pi.add_apply, Pi.smul_apply, smul_eq_mul, Finset.sum_add_distrib,
      ← Finset.mul_sum, hx.2, hy.2, mul_one, hst]
  refine ⟨hset, fun x hx y hy hxy s t hs ht hst => ?_⟩
  have hz := hset hx hy hs.le ht.le hst
  -- the overall composition differs from that of the first phase
  have hne : x ≠ s • x + t • y := by
    intro h
    refine hxy (funext fun i => ?_)
    have hi : x i = s * x i + t * y i := congrFun h i
    apply mul_left_cancel₀ ht.ne'
    linear_combination hi + x i * hst
  have h1 := mul_lt_mul_of_pos_left (tangent_plane_lt hA hx.1 hz.1 hx.2 hz.2 hne) hs
  have h2 := mul_le_mul_of_nonneg_left (tangent_plane_le hA hy.1 hz.1) ht.le
  rw [mixingEnergy_eq_sum hA hz.1]
  simp only [Pi.add_apply, Pi.smul_apply, smul_eq_mul, add_mul, mul_assoc,
    Finset.sum_add_distrib, ← Finset.mul_sum] at h1 h2 ⊢
  linarith

end

end WilsonModel
```

```lean
#print axioms WilsonModel.hasDerivAt_mixingEnergy
#print axioms WilsonModel.strictConvexOn_mixingEnergy
```

```
'WilsonModel.hasDerivAt_mixingEnergy' depends on axioms: [propext, Classical.choice, Quot.sound]
'WilsonModel.strictConvexOn_mixingEnergy' depends on axioms: [propext, Classical.choice, Quot.sound]
```
